# Corner cutting by a one-image elastic band on a model surface, and its removal by nudging

Two minima of a potential energy surface are known, and the barrier between them is wanted. An elastic band places images of the system between the minima, joins them by springs and relaxes the whole chain. Where the reaction path bends, the springs also pull sideways, towards the inside of the bend. The images can then settle off the path, and the barrier read from them can be wrong.

The smallest case has two coordinates and one movable image. On the surface below, for every spring constant $k>0$, the plain band has a stationary image at $(0,1/(1+k))$, while the saddle at $(0,1)$ is not stationary for it. The nudged force, with the tangent taken from end to end, vanishes at the saddle and nowhere else.

```lean
import Mathlib

noncomputable section

namespace NudgedBandCornerCutting
```

## A curved valley between two minima

With dimensionless coordinates $x,y$, take

$$V(x,y)=(x^2-1)^2+(y+x^2-1)^2 .$$

At fixed $x$ the energy is lowest on the parabola $y=1-x^2$, which runs from $(-1,0)$ over $(0,1)$ to $(1,0)$. In Lean a configuration is a pair `p`, with `p.1` for $x$ and `p.2` for $y$.

```lean
/-- The model potential energy surface `(x² - 1)² + (y + x² - 1)²`. -/
def V (p : ℝ × ℝ) : ℝ := (p.1 ^ 2 - 1) ^ 2 + (p.2 + p.1 ^ 2 - 1) ^ 2
```

Differentiation gives

$$\nabla V=\bigl(4x(x^2-1)+4x(y+x^2-1),\; 2(y+x^2-1)\bigr).$$

```lean
/-- The gradient of the surface, in components. -/
def gradV (p : ℝ × ℝ) : ℝ × ℝ :=
  (4 * p.1 * (p.1 ^ 2 - 1) + 4 * p.1 * (p.2 + p.1 ^ 2 - 1), 2 * (p.2 + p.1 ^ 2 - 1))
```

The band is held at $(-1,0)$ and $(1,0)$, the reactant and the product of the reaction. The third point of interest is $(0,1)$.

```lean
/-- The fixed end of the band at `(-1, 0)`. -/
def reactant : ℝ × ℝ := (-1, 0)

/-- The fixed end of the band at `(1, 0)`. -/
def product : ℝ × ℝ := (1, 0)

/-- The point `(0, 1)`. -/
def saddle : ℝ × ℝ := (0, 1)
```

## Energy and forces of the band

The springs are harmonic in the Euclidean distance. Its square is written out explicitly, because the built-in distance on `ℝ × ℝ` is the maximum of the coordinate differences.

```lean
/-- The squared Euclidean distance in the plane. -/
def sqDist (p q : ℝ × ℝ) : ℝ := (p.1 - q.1) ^ 2 + (p.2 - q.2) ^ 2
```

With the image at $p$ and the ends at $r$ and $q$, the band energy is

$$E_k(p)=V(p)+\tfrac{k}{2}\bigl(|p-r|^2+|p-q|^2\bigr).$$

The constant $k$ is a numerical setting of the method, not a property of the molecule.

```lean
/-- The plain band energy of one movable image, tied by springs of constant `k`
to the two fixed ends. -/
def bandEnergy (k : ℝ) (p : ℝ × ℝ) : ℝ :=
  V p + k / 2 * (sqDist p reactant + sqDist p product)
```

The spring force is $k(r-p)+k(q-p)=(-2kx,-2ky)$, a pull towards the midpoint of the straight line between the minima.

```lean
/-- The total force of the two springs on the image. -/
def springForce (k : ℝ) (p : ℝ × ℝ) : ℝ × ℝ :=
  (k * ((reactant.1 - p.1) + (product.1 - p.1)),
   k * ((reactant.2 - p.2) + (product.2 - p.2)))
```

A gradient vector $g$ acts on a displacement $v$ as $g\cdot v$. This linear form is what Lean's Fréchet derivative delivers.

```lean
/-- The linear form `v ↦ g · v` belonging to a gradient vector `g`. -/
def covector (g : ℝ × ℝ) : ℝ × ℝ →L[ℝ] ℝ :=
  g.1 • ContinuousLinearMap.fst ℝ ℝ ℝ + g.2 • ContinuousLinearMap.snd ℝ ℝ ℝ
```

Stationary means that this derivative exists and is zero. It says nothing about whether the point is a minimum.

```lean
/-- A point is stationary for an energy if the energy has derivative zero there. -/
def IsStationary (f : ℝ × ℝ → ℝ) (p : ℝ × ℝ) : Prop :=
  HasFDerivAt f (0 : ℝ × ℝ →L[ℝ] ℝ) p
```

The candidate for a stationary image of the plain band has, for $k>0$, a smaller $y$ than the saddle, so it lies on the inside of the bend.

```lean
/-- The image position `(0, 1/(1+k))`, for `k ≠ -1`. -/
def cutImage (k : ℝ) : ℝ × ℝ := (0, 1 / (1 + k))
```

Nudging needs a scalar product and a tangent. The neighbours of the single image are the two fixed ends, so the unit tangent $t$ along the line joining them is $(1,0)$ wherever the image sits.

```lean
/-- The Euclidean scalar product in the plane. -/
def dot (u v : ℝ × ℝ) : ℝ := u.1 * v.1 + u.2 * v.2

/-- The unit tangent of the band at the image, along the line from one end to the other. -/
def tangent : ℝ × ℝ := (1, 0)
```

The nudged force keeps the true force across the tangent and the spring force along it:

$$F=-\bigl(\nabla V-(\nabla V\cdot t)\,t\bigr)+(F_{\rm spring}\cdot t)\,t .$$

```lean
/-- The nudged force: the true force perpendicular to the tangent plus the spring force
along the tangent. -/
def nudgedForce (k : ℝ) (p : ℝ × ℝ) : ℝ × ℝ :=
  -(gradV p - dot (gradV p) tangent • tangent) + dot (springForce k p) tangent • tangent
```

## From derivatives to equations

The first check is that the components written above really are the gradient of $V$. The proof builds the derivative from those of the two coordinates by the sum and power rules, then compares the resulting linear form with $\nabla V\cdot v$ on an arbitrary $v$.

```lean
/-- The derivative of the surface is given by `gradV`. -/
theorem hasFDerivAt_V (p : ℝ × ℝ) : HasFDerivAt V (covector (gradV p)) p := by
  have hx : HasFDerivAt (fun q : ℝ × ℝ => q.1) (ContinuousLinearMap.fst ℝ ℝ ℝ) p :=
    hasFDerivAt_fst
  have hy : HasFDerivAt (fun q : ℝ × ℝ => q.2) (ContinuousLinearMap.snd ℝ ℝ ℝ) p :=
    hasFDerivAt_snd
  refine HasFDerivAt.congr_fderiv ((((hx.pow 2).sub_const 1).pow 2).add
    (((hy.add (hx.pow 2)).sub_const 1).pow 2)) ?_
  refine ContinuousLinearMap.ext fun v => ?_
  simp [covector, gradV]
  ring
```

For the band, expanding the squares gives

$$\tfrac{k}{2}\bigl[(x+1)^2+(x-1)^2+2y^2\bigr]=k(x^2+y^2+1),$$

so the two springs act as one harmonic well around the origin. Its gradient $(2kx,2ky)$ is minus the spring force, hence $\nabla E_k=\nabla V-F_{\rm spring}$. The proof makes the same rewriting before it differentiates.

```lean
/-- The gradient of the band energy is the gradient of the surface minus the spring force. -/
theorem hasFDerivAt_bandEnergy (k : ℝ) (p : ℝ × ℝ) :
    HasFDerivAt (bandEnergy k) (covector (gradV p - springForce k p)) p := by
  have hx : HasFDerivAt (fun q : ℝ × ℝ => q.1) (ContinuousLinearMap.fst ℝ ℝ ℝ) p :=
    hasFDerivAt_fst
  have hy : HasFDerivAt (fun q : ℝ × ℝ => q.2) (ContinuousLinearMap.snd ℝ ℝ ℝ) p :=
    hasFDerivAt_snd
  -- the two springs together form one harmonic well around the origin
  have e : bandEnergy k = fun q => V q + k * (q.1 ^ 2 + q.2 ^ 2 + 1) := by
    funext q
    simp only [bandEnergy, sqDist, reactant, product]
    ring
  rw [e]
  refine HasFDerivAt.congr_fderiv ((hasFDerivAt_V p).add
    ((((hx.pow 2).add (hy.pow 2)).add_const 1).const_mul k)) ?_
  refine ContinuousLinearMap.ext fun v => ?_
  simp only [covector, springForce, reactant, product]
  simp
  ring
```

A function with gradient $g$ at a point is stationary there exactly when $g=0$. One direction uses the uniqueness of the derivative: if $g\cdot v=0$ for all $v$, then $v=(1,0)$ and $v=(0,1)$ give the two components.

```lean
/-- An energy with gradient `g` at a point is stationary there exactly when `g = 0`. -/
theorem isStationary_iff {f : ℝ × ℝ → ℝ} {g p : ℝ × ℝ}
    (h : HasFDerivAt f (covector g) p) : IsStationary f p ↔ g = 0 := by
  constructor
  · intro h0
    have e := h.unique h0
    have e1 := congrArg (fun L : ℝ × ℝ →L[ℝ] ℝ => L (1, 0)) e
    have e2 := congrArg (fun L : ℝ × ℝ →L[ℝ] ℝ => L (0, 1)) e
    simp [covector] at e1 e2
    exact Prod.ext e1 e2
  · intro hg
    have e : covector g = 0 := by simp [hg, covector]
    rw [e] at h
    exact h
```

## The minima and the saddle

$V$ is a sum of squares, so $V\ge 0$. If $V=0$, both squares vanish: $x^2=1$ and $y=1-x^2=0$. Factoring $(x+1)(x-1)=0$ leaves the two ends of the band, which are therefore the global minima.

```lean
/-- The surface is nonnegative and vanishes exactly at the two ends of the band. -/
theorem minima (p : ℝ × ℝ) : 0 ≤ V p ∧ (V p = 0 ↔ p = reactant ∨ p = product) := by
  refine ⟨by unfold V; positivity, ?_, ?_⟩
  · intro h
    unfold V at h
    have h1 : p.1 ^ 2 - 1 = 0 := by
      apply pow_eq_zero_iff (two_ne_zero) |>.1
      nlinarith [sq_nonneg (p.1 ^ 2 - 1), sq_nonneg (p.2 + p.1 ^ 2 - 1)]
    have h2 : p.2 + p.1 ^ 2 - 1 = 0 := by
      apply pow_eq_zero_iff (two_ne_zero) |>.1
      nlinarith [sq_nonneg (p.1 ^ 2 - 1), sq_nonneg (p.2 + p.1 ^ 2 - 1)]
    have hy : p.2 = 0 := by linarith
    have hx : (p.1 + 1) * (p.1 - 1) = 0 := by linear_combination h1
    rcases mul_eq_zero.1 hx with h3 | h3
    · exact Or.inl (Prod.ext (by simp only [reactant]; linarith) hy)
    · exact Or.inr (Prod.ext (by simp only [product]; linarith) hy)
  · rintro (rfl | rfl) <;> norm_num [V, reactant, product]
```

At $(0,1)$ both components of $\nabla V$ vanish. The second derivatives are

$$V_{xx}=12x^2-4+4(y+x^2-1)+8x^2,\qquad V_{xy}=4x,\qquad V_{yy}=2,$$

with values $-4$, $0$ and $2$ there. One negative and one positive curvature make an index-one saddle. Lean states this as the derivative of `gradV`, the map $(v_1,v_2)\mapsto(-4v_1,2v_2)$.

```lean
/-- The point `(0, 1)` is stationary on the surface, and the Hessian there is diagonal with
entries `-4` and `2`. -/
theorem saddle_index_one : IsStationary V saddle ∧
    HasFDerivAt gradV (((-4 : ℝ) • ContinuousLinearMap.fst ℝ ℝ ℝ).prod
      ((2 : ℝ) • ContinuousLinearMap.snd ℝ ℝ ℝ)) saddle := by
  refine ⟨(isStationary_iff (hasFDerivAt_V saddle)).2 (by simp [gradV, saddle]), ?_⟩
  have hx : HasFDerivAt (fun q : ℝ × ℝ => q.1) (ContinuousLinearMap.fst ℝ ℝ ℝ) saddle :=
    hasFDerivAt_fst
  have hy : HasFDerivAt (fun q : ℝ × ℝ => q.2) (ContinuousLinearMap.snd ℝ ℝ ℝ) saddle :=
    hasFDerivAt_snd
  have ha := (hx.pow 2).sub_const 1
  have hb := (hy.add (hx.pow 2)).sub_const 1
  have h4 := hx.const_mul 4
  refine HasFDerivAt.congr_fderiv
    (((h4.mul ha).add (h4.mul hb)).prodMk (hb.const_mul 2)) ?_
  refine ContinuousLinearMap.ext fun v => ?_
  apply Prod.ext <;> simp [saddle]
```

## Where the plain band is stationary

Setting $\nabla E_k=0$ gives two polynomial equations:

$$4x(x^2-1)+4x(y+x^2-1)+2kx=0,\qquad 2(y+x^2-1)+2ky=0 .$$

```lean
/-- The band energy is stationary exactly when both components of its gradient vanish. -/
theorem band_stationary_iff (k : ℝ) (p : ℝ × ℝ) : IsStationary (bandEnergy k) p ↔
    4 * p.1 * (p.1 ^ 2 - 1) + 4 * p.1 * (p.2 + p.1 ^ 2 - 1) + 2 * k * p.1 = 0 ∧
      2 * (p.2 + p.1 ^ 2 - 1) + 2 * k * p.2 = 0 := by
  rw [isStationary_iff (hasFDerivAt_bandEnergy k p), Prod.ext_iff]
  simp only [gradV, springForce, reactant, product, Prod.fst_sub, Prod.snd_sub,
    Prod.fst_zero, Prod.snd_zero]
  constructor
  · rintro ⟨h1, h2⟩
    exact ⟨by linear_combination h1, by linear_combination h2⟩
  · rintro ⟨h1, h2⟩
    exact ⟨by linear_combination h1, by linear_combination h2⟩
```

On the line $x=0$ the first equation holds, and the second becomes $(1+k)y=1$, so $y=1/(1+k)$. At the saddle the second equation has the left side $2k$, which is not zero: the surface exerts no force there, and the springs still pull. The energies are

$$V(0,1)=1,\qquad V\!\left(0,\tfrac1{1+k}\right)=1+\frac{k^2}{(1+k)^2},$$

so this image overestimates the barrier. The three parts of the proof are this substitution, this residual and this comparison.

```lean
/-- Corner cutting: for `k > 0` the plain band is stationary at `(0, 1/(1+k))` and not at the
saddle, and the surface is strictly higher at this image than at the saddle. -/
theorem corner_cutting {k : ℝ} (hk : 0 < k) :
    IsStationary (bandEnergy k) (cutImage k) ∧ ¬ IsStationary (bandEnergy k) saddle ∧
      V saddle < V (cutImage k) := by
  have hk1 : 1 + k ≠ 0 := by positivity
  have e : (1 + k) * (1 / (1 + k)) = 1 := mul_one_div_cancel hk1
  refine ⟨(band_stationary_iff k _).2 ⟨by simp [cutImage], ?_⟩, ?_, ?_⟩
  · simp only [cutImage]
    linear_combination 2 * e
  · -- at the saddle the springs leave a residual pull `2k`
    intro h
    have h2 := ((band_stationary_iff k _).1 h).2
    simp only [saddle] at h2
    linarith
  · have hlt : 1 / (1 + k) < 1 := by
      rw [div_lt_one (by positivity)]
      linarith
    have hne : 1 / (1 + k) - 1 ≠ 0 := (sub_neg.2 hlt).ne
    have hpos : 0 < (1 / (1 + k) - 1) ^ 2 := by positivity
    have e1 : V saddle = 1 := by norm_num [V, saddle]
    have e2 : V (cutImage k) = 1 + (1 / (1 + k) - 1) ^ 2 := by
      simp only [V, cutImage]
      ring
    rw [e1, e2]
    linarith
```

As $k\to0$ this stationary image approaches the saddle and its error disappears. For soft springs, however, it is not a minimum of the band energy, as the next section shows, so a relaxing band will in general not settle there. As $k\to\infty$ it approaches the origin, where $V=2$, twice the true barrier. At $k=0$ itself the band energy is $V$ and the saddle is stationary, so the hypothesis $k>0$ cannot be weakened to $k\ge0$.

## Stiff springs leave one stationary image

Suppose a stationary point has $x\neq0$. Dividing the first equation by $x$ gives

$$8x^2-8+4y+2k=0 .$$

Multiply this by $1+k$ and subtract twice the second equation. The terms in $y$ cancel, and

$$x^2(8k+4)=-2(k^2-3k-2).$$

The left side is positive. If $3k+2\le k^2$, the right side is not, so $x=0$, and the second equation fixes $y=1/(1+k)$. In the proof, `h3` is the divided equation and `h4` the result of the elimination.

The condition has a physical meaning. At the cut image the curvature of $E_k$ along $x$ is $2(k^2-3k-2)/(1+k)$, so the condition says that the springs at least balance the downward curvature of the surface.

```lean
/-- For stiff springs, `k > 0` and `3k + 2 ≤ k²`, the image `(0, 1/(1+k))` is the only stationary
point of the plain band energy. -/
theorem stiff_band_unique {k : ℝ} (hk : 0 < k) (hs : 3 * k + 2 ≤ k ^ 2) (p : ℝ × ℝ) :
    IsStationary (bandEnergy k) p ↔ p = cutImage k := by
  constructor
  · intro h
    obtain ⟨h1, h2⟩ := (band_stationary_iff k p).1 h
    have hx : p.1 = 0 := by
      by_contra hne
      have h3 : 8 * p.1 ^ 2 - 8 + 4 * p.2 + 2 * k = 0 := by
        apply mul_left_cancel₀ hne
        linear_combination h1
      -- eliminating `y` leaves a positive quantity equal to a nonpositive one
      have h4 : p.1 ^ 2 * (8 * k + 4) = -2 * (k ^ 2 - 3 * k - 2) := by
        linear_combination (1 + k) * h3 - 2 * h2
      have h5 : 0 < p.1 ^ 2 * (8 * k + 4) := by positivity
      linarith
    refine Prod.ext hx ?_
    simp only [cutImage]
    rw [eq_div_iff (by positivity)]
    rw [hx] at h2
    linear_combination h2 / 2
  · rintro rfl
    exact (corner_cutting hk).1
```

With softer springs uniqueness can fail. For $k=1$ the elimination gives $x^2=2/3$, and the second equation then gives $y=1/6$. The points $(\pm\sqrt{2/3},\,1/6)$ are stationary as well as $(0,1/2)$. The curvature along $x$ at $(0,1/2)$ is $-4$, so a descent started near that image, but off the line $x=0$, would slide away from it towards one of the ends.

## The nudged force vanishes at the saddle

With $t=(1,0)$ the projections leave

$$F=\bigl(-2kx,\,-2(y+x^2-1)\bigr).$$

The first component vanishes only for $x=0$, since $k>0$; the second then gives $y=1$. The sideways spring pull $-2ky$, which displaced the plain image, has been projected out. The proof first reduces the definition to this pair and then solves the two equations in the same order.

```lean
/-- For `k > 0` the nudged force on the image vanishes exactly at the saddle. -/
theorem nudgedForce_eq_zero_iff {k : ℝ} (hk : 0 < k) (p : ℝ × ℝ) :
    nudgedForce k p = 0 ↔ p = saddle := by
  have e : nudgedForce k p = (-2 * k * p.1, -2 * (p.2 + p.1 ^ 2 - 1)) := by
    apply Prod.ext <;>
      simp only [nudgedForce, dot, tangent, gradV, springForce, reactant, product,
        Prod.fst_add, Prod.snd_add, Prod.fst_neg, Prod.snd_neg, Prod.fst_sub, Prod.snd_sub,
        Prod.smul_fst, Prod.smul_snd, smul_eq_mul] <;> ring
  rw [e]
  constructor
  · intro h
    have h1 : -2 * k * p.1 = 0 := congrArg Prod.fst h
    have h2 : -2 * (p.2 + p.1 ^ 2 - 1) = 0 := congrArg Prod.snd h
    have hx : p.1 = 0 := (mul_eq_zero.1 h1).resolve_left (by linarith [hk] |> ne_of_lt)
    rw [hx] at h2
    exact Prod.ext hx (by simp only [saddle]; linarith)
  · rintro rfl
    simp [saddle]

end NudgedBandCornerCutting
```

For $k=0$ the force would vanish on the whole parabola $y=1-x^2$, because nothing would then fix the position of the image along the band.

The zero of the nudged force is at the saddle because the symmetry of this surface puts the saddle midway between the ends in $x$. On an unsymmetric surface a single nudged image need not sit at the highest point of the path. The theorem locates the zero of the force and leaves open whether a given optimiser reaches it. For reaction-path calculations, this one-image, two-coordinate model shows how spring forces across the path can bias a computed barrier, and how projecting them out removes the bias here.

```lean
#print axioms NudgedBandCornerCutting.saddle_index_one
#print axioms NudgedBandCornerCutting.corner_cutting
#print axioms NudgedBandCornerCutting.stiff_band_unique
#print axioms NudgedBandCornerCutting.nudgedForce_eq_zero_iff
```

```
'NudgedBandCornerCutting.saddle_index_one' depends on axioms: [propext, Classical.choice, Quot.sound]
'NudgedBandCornerCutting.corner_cutting' depends on axioms: [propext, Classical.choice, Quot.sound]
'NudgedBandCornerCutting.stiff_band_unique' depends on axioms: [propext, Classical.choice, Quot.sound]
'NudgedBandCornerCutting.nudgedForce_eq_zero_iff' depends on axioms: [propext, Classical.choice, Quot.sound]
```
